# In a complete normed ring, the Dyson iteration converges from every start if $\|X_0K\|<1$

Q: Take a bare response $1$ and a kernel $\tfrac12$, both plain numbers. The Dyson equation $x = 1 + \tfrac12 x$ has the solution $2$, and iterating from $0$ gives $1, \tfrac32, \tfrac74, \dots$, with the error halved at each step. In a finite basis, the response functions and the kernel of a physical system are matrices, which in general don't commute. What survives?

A: The geometric decay of the error does, under a condition on a norm. Write $X_0$ for the bare response, $K$ for the kernel, $T(Y) = X_0 + X_0KY$ for one step and $q = \|X_0K\|$. If $X = T(X)$, subtraction gives
$$T(Y) - X = X_0K\,(Y - X).$$
The norm of a product is at most the product of the norms, so after $n$ steps
$$\|T^n(Y) - X\| \le q^n\,\|Y - X\|,$$
which tends to zero when $q<1$.

Q: That presupposes a solution.

A: For any $Y$ and $Z$, $\|T(Y)-T(Z)\| \le q\|Y-Z\|$. Successive iterates therefore differ by at most $q^n\|T(Y)-Y\|$. These bounds have a finite sum, so the iterates form a Cauchy sequence. Completeness supplies a limit, and continuity of $T$ makes it a fixed point.

Q: And uniqueness, and the size of the solution?

A: Both come from the residual $T(Y)-Y$. Since
$$Y - X = X_0K(Y-X) - (T(Y)-Y),$$
taking norms gives $(1-q)\|Y-X\| \le \|T(Y)-Y\|$. A second solution has zero residual, so it equals $X$. The trial $Y=0$ has residual $X_0$, so $\|X\| \le \|X_0\|/(1-q)$.

Q: I also see the equation written with the bare response on the right, $X = X_0 + XKX_0$. Without commutation, does the same $X$ satisfy it?

A: Yes. Set $Z = X_0 + XKX_0$ and insert the equation for $X$:
$$Z = X_0 + (X_0 + X_0KX)KX_0 = X_0 + X_0K(X_0 + XKX_0) = X_0 + X_0KZ.$$
So $Z$ solves the original equation, and uniqueness gives $Z = X$.

Q: Now the formal version. What is `R`, physically?

A: For example, the complex $N\times N$ matrices that represent response functions in a finite basis at one fixed frequency, with a norm that satisfies $\|AB\|\le\|A\|\|B\|$. `NormedRing` asks for that inequality and not for commutativity. Nor does it ask for $\|1\|=1$, so the Frobenius norm is allowed.

In Lean 4 with Mathlib:

```lean
import Mathlib

open Filter Topology

namespace DysonIteration

variable {R : Type*} [NormedRing R]
```

The step $T$ is a definition, and the order of its factors is fixed there.

```lean
/-- One step of the Dyson iteration: the trial response `X` is replaced by `X₀ + X₀ K X`,
with bare response `X₀` and interaction kernel `K`. -/
def dysonStep (X₀ K X : R) : R := X₀ + X₀ * K * X
```

Q: What exactly does the main theorem, `dyson_iteration_converges`, say?

A: It assumes that `R` is complete and that `‖X₀ * K‖ < 1`. It then gives one `X` with four properties. An element `Y` solves the equation if and only if `Y = X`; the iterates `(dysonStep X₀ K)^[n] Y` tend to `X` in norm for every start `Y`; the right-handed equation holds; and the norm bound holds.

Q: The inequality is where the physics hides. What does it stand for?

A: A density change produces a field through $K$, and that field induces a further density change through $X_0$. The hypothesis says that this feedback, measured in the chosen norm, is weaker than the change that caused it. It is assumed, not derived from a Hamiltonian, and it can fail near a resonance of $X_0$.

Q: So is this a convergence theorem for self-consistent field calculations?

A: Only for linear ones. It applies to the Dyson equation of linear response, as in the random-phase approximation, with a fixed kernel and sufficiently weak feedback. A Kohn–Sham cycle, whose map is nonlinear in the density, is not covered.

Q: Show me that the proof follows your algebra.

A: The first lemma is the error identity. It replaces $X$ by the right-hand side of its equation, and `noncomm_ring` expands the products without exchanging factors.

```lean
/-- One Dyson step multiplies the deviation from a solution by `X₀ K` from the left. -/
theorem dysonStep_error {X₀ K X : R} (hX : X = X₀ + X₀ * K * X) (Y : R) :
    dysonStep X₀ K Y - X = X₀ * K * (Y - X) := by
  calc dysonStep X₀ K Y - X = dysonStep X₀ K Y - (X₀ + X₀ * K * X) := by rw [← hX]
    _ = X₀ * K * (Y - X) := by
      unfold dysonStep
      noncomm_ring
```

Induction on `n` then gives the power of $q$, with `norm_mul_le` applied once per step.

```lean
/-- After `n` Dyson steps the distance to a solution is at most `‖X₀ K‖ ^ n` times
the initial distance. -/
theorem iterate_error {X₀ K X : R} (hX : X = X₀ + X₀ * K * X) (Y : R) (n : ℕ) :
    ‖(dysonStep X₀ K)^[n] Y - X‖ ≤ ‖X₀ * K‖ ^ n * ‖Y - X‖ := by
  induction n with
  | zero => simp
  | succ n ih =>
    rw [Function.iterate_succ_apply', dysonStep_error hX]
    calc ‖X₀ * K * ((dysonStep X₀ K)^[n] Y - X)‖
        ≤ ‖X₀ * K‖ * ‖(dysonStep X₀ K)^[n] Y - X‖ := norm_mul_le _ _
      _ ≤ ‖X₀ * K‖ * (‖X₀ * K‖ ^ n * ‖Y - X‖) :=
          mul_le_mul_of_nonneg_left ih (norm_nonneg _)
      _ = ‖X₀ * K‖ ^ (n + 1) * ‖Y - X‖ := by ring
```

The residual estimate comes next. Here `e` is the splitting of $Y-X$ above, `b` is its norm estimate, and the last two lines divide by the positive number $1-q$.

```lean
/-- If `‖X₀ K‖ < 1`, the distance of a trial response `Y` from a solution is at most the change of
`Y` in one Dyson step, divided by `1 - ‖X₀ K‖`. -/
theorem residual_bound {X₀ K X : R} (h : ‖X₀ * K‖ < 1) (hX : X = X₀ + X₀ * K * X) (Y : R) :
    ‖Y - X‖ ≤ ‖dysonStep X₀ K Y - Y‖ / (1 - ‖X₀ * K‖) := by
  -- split the error into its image under one step and the residual
  have e : Y - X = X₀ * K * (Y - X) - (dysonStep X₀ K Y - Y) := by
    rw [← dysonStep_error hX Y]
    abel
  have b : ‖Y - X‖ ≤ ‖X₀ * K‖ * ‖Y - X‖ + ‖dysonStep X₀ K Y - Y‖ :=
    calc ‖Y - X‖ = ‖X₀ * K * (Y - X) - (dysonStep X₀ K Y - Y)‖ := congrArg norm e
      _ ≤ ‖X₀ * K * (Y - X)‖ + ‖dysonStep X₀ K Y - Y‖ := norm_sub_le _ _
      _ ≤ _ := add_le_add (norm_mul_le _ _) le_rfl
  rw [le_div_iff₀ (by linarith)]
  nlinarith [b]
```

Setting the trial response to zero gives the norm bound.

```lean
/-- If `‖X₀ K‖ < 1`, a solution of the Dyson equation has norm at most `‖X₀‖ / (1 - ‖X₀ K‖)`. -/
theorem solution_norm_le {X₀ K X : R} (h : ‖X₀ * K‖ < 1) (hX : X = X₀ + X₀ * K * X) :
    ‖X‖ ≤ ‖X₀‖ / (1 - ‖X₀ * K‖) := by
  -- the residual of the trial response zero is the bare response
  simpa [dysonStep] using residual_bound h hX 0
```

These four lemmas take a solution as given and don't use completeness. The main theorem does: `hc` states that the step is a contraction, and Mathlib's contraction principle returns the fixed point. Then `huniq` is the zero-residual argument, `squeeze_zero` turns the error bound into convergence, and the closing `calc` is the computation with $Z$.

```lean
/-- If `‖X₀ K‖ < 1`, the Dyson equation `X = X₀ + X₀ K X` has exactly one solution, the Dyson
iteration converges to it from every start, and it satisfies `X = X₀ + X K X₀` and
`‖X‖ ≤ ‖X₀‖ / (1 - ‖X₀ K‖)`. -/
theorem dyson_iteration_converges [CompleteSpace R] (X₀ K : R) (h : ‖X₀ * K‖ < 1) :
    ∃ X : R, (∀ Y : R, Y = X₀ + X₀ * K * Y ↔ Y = X) ∧
      (∀ Y : R, Tendsto (fun n : ℕ => (dysonStep X₀ K)^[n] Y) atTop (𝓝 X)) ∧
      X = X₀ + X * K * X₀ ∧
      ‖X‖ ≤ ‖X₀‖ / (1 - ‖X₀ * K‖) := by
  -- existence: the Dyson step is a contraction
  have hc : ContractingWith ‖X₀ * K‖₊ (dysonStep X₀ K) := by
    refine ⟨?_, LipschitzWith.of_dist_le_mul fun Y Z => ?_⟩
    · rw [← NNReal.coe_lt_coe, coe_nnnorm, NNReal.coe_one]
      exact h
    · have e : dysonStep X₀ K Y - dysonStep X₀ K Z = X₀ * K * (Y - Z) := by
        unfold dysonStep
        noncomm_ring
      rw [dist_eq_norm, dist_eq_norm, e, coe_nnnorm]
      exact norm_mul_le _ _
  obtain ⟨X, hX⟩ : ∃ X : R, X = X₀ + X₀ * K * X :=
    ⟨ContractingWith.fixedPoint (dysonStep X₀ K) hc, hc.fixedPoint_isFixedPt.symm⟩
  -- uniqueness: a second solution has zero residual
  have huniq : ∀ Y : R, Y = X₀ + X₀ * K * Y → Y = X := by
    intro Y hY
    have hb := residual_bound h hX Y
    rw [show dysonStep X₀ K Y = Y from hY.symm, sub_self, norm_zero, zero_div] at hb
    exact sub_eq_zero.mp (norm_le_zero_iff.mp hb)
  refine ⟨X, fun Y => ⟨huniq Y, fun hY => ?_⟩, fun Y => ?_, ?_, solution_norm_le h hX⟩
  · rw [hY]
    exact hX
  · have t := (tendsto_pow_atTop_nhds_zero_of_lt_one (norm_nonneg (X₀ * K)) h).mul_const ‖Y - X‖
    rw [zero_mul] at t
    exact tendsto_iff_norm_sub_tendsto_zero.mpr
      (squeeze_zero (fun _ => norm_nonneg _) (fun n => iterate_error hX Y n) t)
  · -- the right-handed expression solves the left-handed equation
    refine (huniq (X₀ + X * K * X₀) ?_).symm
    calc X₀ + X * K * X₀ = X₀ + (X₀ + X₀ * K * X) * K * X₀ := by rw [← hX]
      _ = X₀ + X₀ * K * (X₀ + X * K * X₀) := by noncomm_ring
```

Q: How does this relate to the perturbation series?

A: Starting from zero, $n$ steps give its first $n$ terms, $\sum_{k<n}(X_0K)^kX_0$. In the induction, one more step multiplies the sum by $X_0K$ and adds a new leading term $X_0$.

```lean
/-- Started from zero, `n` Dyson steps give the first `n` terms of the perturbation series
`X₀ + X₀ K X₀ + X₀ K X₀ K X₀ + ...`. -/
theorem iterate_zero_eq_series (X₀ K : R) (n : ℕ) :
    (dysonStep X₀ K)^[n] 0 = ∑ k ∈ Finset.range n, (X₀ * K) ^ k * X₀ := by
  induction n with
  | zero => simp
  | succ n ih =>
    rw [Function.iterate_succ_apply', ih, Finset.sum_range_succ', dysonStep, Finset.mul_sum,
      pow_zero, one_mul, add_comm]
    simp only [pow_succ', mul_assoc]
```

The error bound with start $0$ is $q^n\|X\|$. Inserting the norm bound gives a truncation error of at most $q^n\|X_0\|/(1-q)$.

```lean
/-- If `‖X₀ K‖ < 1`, the perturbation series cut after `n` terms differs from a solution by at most
`‖X₀ K‖ ^ n * ‖X₀‖ / (1 - ‖X₀ K‖)`. -/
theorem series_truncation_error {X₀ K X : R} (h : ‖X₀ * K‖ < 1)
    (hX : X = X₀ + X₀ * K * X) (n : ℕ) :
    ‖∑ k ∈ Finset.range n, (X₀ * K) ^ k * X₀ - X‖
      ≤ ‖X₀ * K‖ ^ n * (‖X₀‖ / (1 - ‖X₀ * K‖)) := by
  rw [← iterate_zero_eq_series]
  refine (iterate_error hX 0 n).trans ?_
  rw [zero_sub, norm_neg]
  exact mul_le_mul_of_nonneg_left (solution_norm_le h hX) (pow_nonneg (norm_nonneg _) n)
```

Q: Is the norm bound wasteful?

A: It can be. For the numbers $X_0=-1$ and $K=\tfrac12$, which have the signs of a static density response and a repulsive interaction, the solution is $-\tfrac23$, while the bound is $2$. But no smaller bound in terms of $\|X_0\|$ and $\|X_0K\|$ alone holds in every case: for real $a, k \ge 0$ with $ak<1$, the solution is $x = a/(1-ak)$, which is exactly the bound. The proof solves for $x$ and removes the absolute values by sign.

```lean
/-- For non-negative real `a` and `k` with `a k < 1`, the norm bound on the solution is an
equality. -/
theorem norm_bound_attained {a k x : ℝ} (ha : 0 ≤ a) (hk : 0 ≤ k) (h : a * k < 1)
    (hx : x = a + a * k * x) : ‖x‖ = ‖a‖ / (1 - ‖a * k‖) := by
  have hpos : 0 < 1 - a * k := by linarith
  have hsol : x = a / (1 - a * k) := by
    rw [eq_div_iff hpos.ne']
    linear_combination hx
  have hx0 : 0 ≤ x := by
    rw [hsol]
    exact div_nonneg ha hpos.le
  rw [Real.norm_of_nonneg hx0, Real.norm_of_nonneg ha, Real.norm_of_nonneg (mul_nonneg ha hk)]
  exact hsol
```

Q: And if I allow $\|X_0K\| = 1$?

A: Then existence can fail already for numbers. With $ak=1$ the equation reads $x = a + x$, which forces $a=0$ and contradicts $ak=1$.

```lean
/-- For real numbers with `a k = 1` the Dyson equation has no solution. -/
theorem no_solution_at_threshold {a k : ℝ} (h : a * k = 1) (x : ℝ) :
    x ≠ a + a * k * x := by
  intro hx
  rw [h, one_mul] at hx
  have ha : a = 0 := by linarith
  rw [ha, zero_mul] at h
  exact zero_ne_one h

end DysonIteration
```

Q: Does completeness matter as well, or is it decoration?

A: It matters. Take real polynomials on $[0,\tfrac12]$ with the maximum norm, $X_0 = t$ and $K = 1$, so that $\|X_0K\| = \tfrac12$. A solution would satisfy $(1-t)X = t$ as an identity between polynomials, and at $t=1$ that reads $0=1$. This example is an argument by hand and isn't in the file. Finite matrices over the real or complex numbers are complete, so the difficulty doesn't arise for them.

```lean
#print axioms DysonIteration.dyson_iteration_converges
-- 'DysonIteration.dyson_iteration_converges' depends on axioms: [propext, Classical.choice, Quot.sound]
#print axioms DysonIteration.series_truncation_error
-- 'DysonIteration.series_truncation_error' depends on axioms: [propext, Classical.choice, Quot.sound]
#print axioms DysonIteration.norm_bound_attained
-- 'DysonIteration.norm_bound_attained' depends on axioms: [propext, Classical.choice, Quot.sound]
#print axioms DysonIteration.no_solution_at_threshold
-- 'DysonIteration.no_solution_at_threshold' depends on axioms: [propext, Classical.choice, Quot.sound]
```
